# The mixing-fraction criterion for the linearised Schrödinger–Poisson loop

To ask how large a fraction of the new potential may be mixed into the old one when the Schrödinger and Poisson equations are iterated to self-consistency, we replace the loop near its solution by a linear one on a finite grid. Two real matrices then describe the physics. The response $\chi$ gives the charge $-\chi x$ that the electrons induce when the potential deviates by $x$ from its self-consistent value $\varphi_*$. The interaction $v$ turns a charge into its electrostatic potential.

We take $v$ to be symmetric positive definite: every nonzero charge vector has positive electrostatic energy, as for the inverse of the discrete Poisson operator on a uniform grid with the potential fixed at the boundary. We take $\chi$ to be symmetric positive semidefinite: the energy $-x^T\chi x$ of the induced charge in the potential $x$ that causes it is never positive, as for independent electrons in thermal equilibrium. Many textbooks give the density response the opposite sign and write the dielectric matrix as $1-v\chi$; here it is
$$\varepsilon = 1+v\chi .$$

## From the potential to its error

For an input potential $\varphi_*+x$, the loop returns $\varphi_*-v\chi x$ to first order in $x$. Linear mixing moves a fraction $\alpha>0$ of the way from input to output, so the new error is
$$x+\alpha(-v\chi x-x)=x-\alpha\,\varepsilon x .$$
Starting from $x_0$, the errors therefore obey $x_{k+1}=x_k-\alpha\varepsilon x_k$.

The claim has two parts. Every complex eigenvalue of $\varepsilon$ is real and at least 1. Moreover, $x_k\to0$ from every start exactly when $\alpha\lambda<2$ for every eigenvalue $\lambda$ of $\varepsilon$.

## Real modes of a matrix that need not be symmetric

The product $v\chi$ is in general not symmetric, so we first pass to a matrix that is. Diagonalise $v=U\,\mathrm{diag}(w)\,U^T$ with $U^TU=1$ and all $w_i>0$. Put $s_i=\sqrt{w_i}$ and
$$B=U\,\mathrm{diag}(s),\qquad C=\mathrm{diag}(1/s)\,U^T .$$
Then $BB^T=v$ and $CB=1$.

The matrix $M=B^T\chi B$ is symmetric, and $y^TMy=(By)^T\chi(By)\ge0$ for every real vector $y$. Hence $MW=W\,\mathrm{diag}(\mu)$ with $W^TW=1$ and all $\mu_i\ge0$. Let $P=BW$ and $Q=W^TC$. Then $QP=W^TCBW=1$, and so $PQ=1$ because the matrices are square. Furthermore,
$$v\chi P=B(B^T\chi B)W=BW\,\mathrm{diag}(\mu)=P\,\mathrm{diag}(\mu),$$
which gives
$$\varepsilon P=P\,\mathrm{diag}(d),\qquad d_i=1+\mu_i\ge1 .$$
The columns of $P$ form a complete set of real modes. They need not be orthogonal or normalised.

Now let $\varepsilon x=zx$ with a complex vector $x\ne0$. Multiplying $\varepsilon P=P\,\mathrm{diag}(d)$ by $Q$ on both sides gives $Q\varepsilon=\mathrm{diag}(d)\,Q$. The amplitudes $y=Qx$ are not all zero, since $x=Py$, and they satisfy $d_iy_i=zy_i$ for every $i$. An index with $y_i\ne0$ yields $z=d_i$, which is real and at least 1.

## Growth or decay of each amplitude

In the mode basis one step multiplies amplitude $i$ by $1-\alpha d_i$, so
$$x_k=P\,y^{(k)},\qquad y^{(k)}_i=(1-\alpha d_i)^k(Qx_0)_i .$$
If $\alpha\lambda<2$ for every eigenvalue, then $0<\alpha d_i<2$. Hence $|1-\alpha d_i|<1$, all amplitudes vanish in the limit, and so does $x_k$.

Conversely, suppose that $\varepsilon u=\lambda u$ with $u\ne0$ and $\alpha\lambda\ge2$. Starting from $x_0=u$ gives $x_k=(1-\alpha\lambda)^ku$ with $|1-\alpha\lambda|\ge1$. A nonzero component of $u$ never shrinks, so this start fails.

For self-consistent-field calculations this means that, in the linearised finite-grid model with purely electrostatic feedback, a large dielectric eigenvalue forces a small mixing fraction if plain linear mixing is to converge from every start.

## The matrices and the iteration in Lean

The finite type `n` labels the grid points, and a potential error is a function `n → ℝ`.

```lean
import Mathlib

open Matrix Filter Topology

namespace SchroedingerPoissonMixing

noncomputable section

variable {n : Type*} [Fintype n] [DecidableEq n]
```

The dielectric matrix is defined with the sign convention chosen above.

```lean
/-- The dielectric matrix `1 + v χ` of an interaction `v` and a response `χ`. -/
def dielectric (v χ : Matrix n n ℝ) : Matrix n n ℝ := 1 + v * χ
```

An eigenvalue is defined over any field, so that the same definition serves real and complex vectors. The symbol `*ᵥ` applies a matrix to a vector.

```lean
/-- The number `z` is an eigenvalue of `A`: some nonzero vector is multiplied by `z`. -/
def IsEigenvalue {K : Type*} [Field K] (A : Matrix n n K) (z : K) : Prop :=
  ∃ u : n → K, u ≠ 0 ∧ A *ᵥ u = z • u
```

The value `errorIter A α x₀ k` is $x_k$ for a general matrix `A`; the theorems set `A` to the dielectric matrix. The recursion is where the Lean model begins. The linearisation of the nonlinear Schrödinger–Poisson loop, which leads to this recursion, is not formalised.

```lean
/-- The error iteration `x → x - α A x`, started from `x₀`. -/
def errorIter (A : Matrix n n ℝ) (α : ℝ) (x₀ : n → ℝ) : ℕ → n → ℝ
  | 0 => x₀
  | k + 1 => errorIter A α x₀ k - α • (A *ᵥ errorIter A α x₀ k)
```

## Diagonalisation and the factor of the interaction

For real matrices `IsHermitian` means symmetric, and `ᴴ` is the transpose. The next lemma collects Mathlib's orthonormal eigenvectors as the columns of `U`. Its first part is their orthonormality written entry by entry, and its second is the eigenvalue equation.

```lean
/-- A real symmetric matrix has an orthonormal set of eigenvectors, the columns of `U`. -/
theorem symmetric_modes {A : Matrix n n ℝ} (hA : A.IsHermitian) :
    ∃ U : Matrix n n ℝ, Uᴴ * U = 1 ∧ A * U = U * diagonal hA.eigenvalues := by
  refine ⟨Matrix.of fun i j => (hA.eigenvectorBasis j).ofLp i, ?_, ?_⟩
  · ext i j
    have h := orthonormal_iff_ite.mp hA.eigenvectorBasis.orthonormal i j
    rw [PiLp.inner_apply] at h
    rw [Matrix.mul_apply, Matrix.one_apply, ← h]
    refine Finset.sum_congr rfl fun k _ => ?_
    simp [mul_comm]
  · ext i j
    have h := congrFun (hA.mulVec_eigenvectorBasis j) i
    rw [Matrix.mul_diagonal, mul_comm]
    exact h
```

The factorisation of $v$ uses the same $U$, $w$ and $s$ as the derivation. The fact `hss` states that the square roots multiply back to $w$, and `hinv` inverts them, which is possible because `PosDef` makes every $w_i$ positive. The two `calc` blocks check $v=BB^T$ and $CB=1$.

```lean
/-- A positive definite interaction factors as `v = B Bᴴ` with an invertible `B`. -/
theorem interaction_factor {v : Matrix n n ℝ} (hv : v.PosDef) :
    ∃ B C : Matrix n n ℝ, v = B * Bᴴ ∧ C * B = 1 := by
  obtain ⟨U, hU, hvU⟩ := symmetric_modes hv.isHermitian
  have hU' : U * Uᴴ = 1 := mul_eq_one_comm.mp hU
  have hw : ∀ i, 0 < hv.isHermitian.eigenvalues i := fun i => hv.eigenvalues_pos i
  set w := hv.isHermitian.eigenvalues
  let s : n → ℝ := fun i => Real.sqrt (w i)
  have hs : (diagonal s)ᴴ = diagonal s := by
    rw [Matrix.diagonal_conjTranspose, star_trivial]
  have hss : diagonal s * diagonal s = diagonal w := by
    rw [Matrix.diagonal_mul_diagonal]
    congr 1
    ext i
    exact Real.mul_self_sqrt (hw i).le
  have hinv : diagonal (fun i => (s i)⁻¹) * diagonal s = 1 := by
    rw [Matrix.diagonal_mul_diagonal, ← Matrix.diagonal_one]
    congr 1
    ext i
    exact inv_mul_cancel₀ (Real.sqrt_pos.mpr (hw i)).ne'
  refine ⟨U * diagonal s, diagonal (fun i => (s i)⁻¹) * Uᴴ, ?_, ?_⟩
  · calc v = v * U * Uᴴ := by rw [mul_assoc, hU', mul_one]
      _ = U * (diagonal s * diagonal s) * Uᴴ := by rw [hvU, hss]
      _ = _ := by rw [Matrix.conjTranspose_mul, hs]; simp only [mul_assoc]
  · calc _ = diagonal (fun i => (s i)⁻¹) * (Uᴴ * U) * diagonal s := by
          simp only [mul_assoc]
      _ = 1 := by rw [hU, mul_one, hinv]
```

## The complete set of modes

Here `hM` is the positive semidefiniteness of $B^T\chi B$, and `hQP` is $QP=1$. The lemma `mul_eq_one_comm` turns this left inverse into a right inverse. The fact `h` is the chain for $v\chi P$, and adding the identity shifts each $\mu_i$ to `d i`. The last bullet uses $\mu_i\ge0$.

```lean
/-- For positive definite `v` and positive semidefinite `χ` the dielectric matrix has a complete
set of real modes, the columns of `P`, with eigenvalues `d i ≥ 1`. -/
theorem dielectric_modes {v χ : Matrix n n ℝ} (hv : v.PosDef) (hχ : χ.PosSemidef) :
    ∃ (P Q : Matrix n n ℝ) (d : n → ℝ), Q * P = 1 ∧ P * Q = 1 ∧
      dielectric v χ * P = P * diagonal d ∧ ∀ i, 1 ≤ d i := by
  obtain ⟨B, C, hB, hCB⟩ := interaction_factor hv
  -- the symmetrised response
  have hM : (Bᴴ * χ * B).PosSemidef := hχ.conjTranspose_mul_mul_same B
  obtain ⟨W, hW, hMW⟩ := symmetric_modes hM.isHermitian
  have hQP : (Wᴴ * C) * (B * W) = 1 := by
    calc _ = Wᴴ * (C * B) * W := by simp only [mul_assoc]
      _ = 1 := by rw [hCB, mul_one, hW]
  refine ⟨B * W, Wᴴ * C, fun i => 1 + hM.isHermitian.eigenvalues i, hQP,
    mul_eq_one_comm.mp hQP, ?_, fun i => ?_⟩
  · have hd : diagonal (fun i => 1 + hM.isHermitian.eigenvalues i)
        = 1 + diagonal hM.isHermitian.eigenvalues := by
      rw [← Matrix.diagonal_one, Matrix.diagonal_add]
    have h : v * χ * (B * W) = B * W * diagonal hM.isHermitian.eigenvalues := by
      calc _ = B * (Bᴴ * χ * B * W) := by rw [hB]; simp only [mul_assoc]
        _ = _ := by
          rw [hMW]
          exact (mul_assoc _ _ _).symm
    rw [hd, dielectric, add_mul, h, mul_add, one_mul, mul_one]
  · have := hM.eigenvalues_nonneg i
    linarith
```

## Every complex eigenvalue is real and at least 1

The expression `(dielectric v χ).map Complex.ofRealHom` is $\varepsilon$ read as a complex matrix, so `z` may be any complex eigenvalue. The conclusion states that its imaginary part is zero and its real part at least 1.

The proof carries $Q\varepsilon=\mathrm{diag}(d)\,Q$ over to complex matrices in `h`. It shows in `hy` that the amplitude vector is nonzero, picks a nonzero component `i`, and cancels it with `mul_right_cancel₀` to obtain $d_i=z$.

```lean
/-- For positive definite `v` and positive semidefinite `χ`, every complex eigenvalue of the
dielectric matrix is real and at least 1. -/
theorem eigenvalue_real_ge_one {v χ : Matrix n n ℝ} (hv : v.PosDef) (hχ : χ.PosSemidef)
    {z : ℂ} (hz : IsEigenvalue ((dielectric v χ).map Complex.ofRealHom) z) :
    z.im = 0 ∧ 1 ≤ z.re := by
  obtain ⟨P, Q, d, hQP, hPQ, hP, hd⟩ := dielectric_modes hv hχ
  obtain ⟨x, hx0, hx⟩ := hz
  have hQ : Q * dielectric v χ = diagonal d * Q := by
    calc _ = Q * (dielectric v χ * P) * Q := by
          rw [mul_assoc, mul_assoc, hPQ, mul_one]
      _ = (Q * P) * diagonal d * Q := by rw [hP]; simp only [mul_assoc]
      _ = _ := by rw [hQP, one_mul]
  have hD : (diagonal d).map Complex.ofRealHom
      = diagonal (fun i => Complex.ofRealHom (d i)) :=
    Matrix.diagonal_map (map_zero Complex.ofRealHom)
  have h : Q.map Complex.ofRealHom * (dielectric v χ).map Complex.ofRealHom
      = diagonal (fun i => Complex.ofRealHom (d i)) * Q.map Complex.ofRealHom := by
    rw [← Matrix.map_mul, hQ, Matrix.map_mul, hD]
  have h1 : P.map Complex.ofRealHom * Q.map Complex.ofRealHom = 1 := by
    rw [← Matrix.map_mul, hPQ]
    exact Matrix.map_one _ (map_zero _) (map_one _)
  -- some mode amplitude of the eigenvector is nonzero
  have hy : Q.map Complex.ofRealHom *ᵥ x ≠ 0 := by
    intro h0
    apply hx0
    rw [← Matrix.one_mulVec x, ← h1, ← Matrix.mulVec_mulVec, h0, Matrix.mulVec_zero]
  obtain ⟨i, hi⟩ := Function.ne_iff.mp hy
  have e : diagonal (fun i => Complex.ofRealHom (d i)) *ᵥ (Q.map Complex.ofRealHom *ᵥ x)
      = z • (Q.map Complex.ofRealHom *ᵥ x) := by
    rw [Matrix.mulVec_mulVec, ← h, ← Matrix.mulVec_mulVec, hx, Matrix.mulVec_smul]
  have e' := congrFun e i
  rw [Matrix.mulVec_diagonal, Pi.smul_apply, smul_eq_mul] at e'
  have hzd : Complex.ofRealHom (d i) = z := mul_right_cancel₀ hi e'
  rw [← hzd]
  exact ⟨Complex.ofReal_im _, hd i⟩
```

## The criterion for the mixing fraction

The left side of the equivalence says that, for every start `x₀`, the sequence of errors tends to the zero vector, component by component. On the right, `l` stands for $\lambda$ and ranges over real eigenvalues with real eigenvectors. Nothing is lost by this: complex eigenvalues are real by the previous theorem, and the real or the imaginary part of a complex eigenvector is then a real one.

The first half of the proof is necessity. It assumes $\alpha l\ge2$ and proves by induction that the eigenvector `u` is only rescaled. The lemma `ge_of_tendsto'` then bounds the limit of $|(x_k)_j|$ from below by $|u_j|$. Since that limit is zero, this contradicts $u_j\ne0$.

The second half is sufficiency. The fact `hmode` shows that each `d i` is an eigenvalue, with column `i` of `P` as its eigenvector, so the assumption applies to it. The formula for $x_k$ is the induction `hk`, and `hamp` is the decay of the amplitudes. Continuity of multiplication by `P` carries the limit back to the grid.

```lean
/-- For positive definite `v`, positive semidefinite `χ` and `α > 0`, the error iteration tends
to zero from every start iff `α l < 2` for every eigenvalue `l` of the dielectric matrix. -/
theorem errorIter_tendsto_iff {v χ : Matrix n n ℝ} (hv : v.PosDef) (hχ : χ.PosSemidef)
    {α : ℝ} (hα : 0 < α) :
    (∀ x₀, Tendsto (errorIter (dielectric v χ) α x₀) atTop (𝓝 0)) ↔
      ∀ l : ℝ, IsEigenvalue (dielectric v χ) l → α * l < 2 := by
  constructor
  · rintro h l ⟨u, hu0, hu⟩
    by_contra hl
    have hl' : 2 ≤ α * l := not_lt.mp hl
    -- an eigenvector is only rescaled
    have hk : ∀ k, errorIter (dielectric v χ) α u k = (1 - α * l) ^ k • u := by
      intro k
      induction k with
      | zero => simp [errorIter]
      | succ k ih =>
        rw [errorIter, ih, Matrix.mulVec_smul, hu, pow_succ]
        module
    obtain ⟨j, hj⟩ := Function.ne_iff.mp hu0
    have hlim := (tendsto_pi_nhds.mp (h u) j).abs
    have hle : |u j| ≤ |(0 : n → ℝ) j| := by
      refine ge_of_tendsto' hlim fun k => ?_
      rw [hk, Pi.smul_apply, smul_eq_mul, abs_mul, abs_pow]
      have h1 : 1 ≤ |1 - α * l| := by
        rw [abs_of_nonpos (by linarith)]
        linarith
      exact le_mul_of_one_le_left (abs_nonneg _) (one_le_pow₀ h1)
    rw [Pi.zero_apply, abs_zero] at hle
    exact hj (abs_nonpos_iff.mp hle)
  · intro h x₀
    obtain ⟨P, Q, d, hQP, hPQ, hP, hd⟩ := dielectric_modes hv hχ
    have hmode : ∀ i, IsEigenvalue (dielectric v χ) (d i) := by
      intro i
      refine ⟨P *ᵥ Pi.single i 1, fun h0 => ?_, ?_⟩
      · have h1 : (Pi.single i 1 : n → ℝ) = 0 := by
          rw [← Matrix.one_mulVec (Pi.single i 1 : n → ℝ), ← hQP, ← Matrix.mulVec_mulVec,
            h0, Matrix.mulVec_zero]
        have h2 := congrFun h1 i
        simp at h2
      · rw [Matrix.mulVec_mulVec, hP, ← Matrix.mulVec_mulVec, ← Matrix.mulVec_smul]
        congr 1
        ext j
        rw [Matrix.mulVec_diagonal, Pi.smul_apply, smul_eq_mul]
        by_cases hj : j = i
        · rw [hj]
        · simp [hj]
    -- each mode amplitude is multiplied by `1 - α d i` per step
    have hk : ∀ k, errorIter (dielectric v χ) α x₀ k
        = P *ᵥ fun i => (1 - α * d i) ^ k * (Q *ᵥ x₀) i := by
      intro k
      induction k with
      | zero => simp [errorIter, Matrix.mulVec_mulVec, hPQ]
      | succ k ih =>
        rw [errorIter, ih, Matrix.mulVec_mulVec, hP, ← Matrix.mulVec_mulVec,
          ← Matrix.mulVec_smul, ← Matrix.mulVec_sub]
        congr 1
        ext i
        rw [Pi.sub_apply, Pi.smul_apply, Matrix.mulVec_diagonal, smul_eq_mul]
        ring
    have hamp : Tendsto (fun k : ℕ => fun i => (1 - α * d i) ^ k * (Q *ᵥ x₀) i)
        atTop (𝓝 (0 : n → ℝ)) := by
      refine tendsto_pi_nhds.mpr fun i => ?_
      have h1 : |1 - α * d i| < 1 := by
        have h2 := h _ (hmode i)
        have h3 : 0 < α * d i := mul_pos hα (by linarith [hd i])
        rw [abs_lt]
        constructor <;> linarith
      simpa using (tendsto_pow_atTop_nhds_zero_of_abs_lt_one h1).mul_const ((Q *ᵥ x₀) i)
    have hc : Continuous (fun y : n → ℝ => P *ᵥ y) :=
      continuous_const.matrix_mulVec continuous_id
    have h0 := hc.tendsto 0
    simp only [Matrix.mulVec_zero] at h0
    rw [funext hk]
    exact h0.comp hamp
```

## A dielectric matrix that is not symmetric

The following matrices are an algebraic illustration and are not derived from a Poisson grid. With $v=\mathrm{diag}(1,2)$ and all entries of $\chi$ equal to 1,
$$\varepsilon=\begin{pmatrix}2&1\\2&3\end{pmatrix}.$$
Both hypotheses hold, yet $\varepsilon$ is not symmetric, so the spectral theorem for symmetric matrices does not apply to it directly. Its characteristic polynomial is $(\lambda-1)(\lambda-4)$, and the criterion becomes $\alpha<1/2$.

Lean checks the positivity of $v$ from its diagonal entries. It obtains that of $\chi$ by writing the matrix as $A^TA$, where $A$ has rows $(1,1)$ and $(0,0)$. Comparing the two off-diagonal entries of $\varepsilon$ rules out symmetry.

```lean
/-- The interaction `diag(1, 2)` is positive definite and the response with all entries 1 is
positive semidefinite, yet their dielectric matrix is not symmetric. -/
theorem dielectric_witness :
    (diagonal ![1, 2] : Matrix (Fin 2) (Fin 2) ℝ).PosDef ∧
      (!![1, 1; 1, 1] : Matrix (Fin 2) (Fin 2) ℝ).PosSemidef ∧
      ¬ (dielectric (diagonal ![1, 2]) !![1, 1; 1, 1]).IsSymm := by
  refine ⟨Matrix.PosDef.diagonal fun i => ?_, ?_, fun h => ?_⟩
  · fin_cases i <;> simp
  · have h := Matrix.posSemidef_conjTranspose_mul_self
      (!![1, 1; 0, 0] : Matrix (Fin 2) (Fin 2) ℝ)
    convert h using 1
    ext i j
    fin_cases i <;> fin_cases j <;> simp [Matrix.mul_apply, Fin.sum_univ_succ]
  · have h1 := h.apply 0 1
    norm_num [dielectric, Matrix.diagonal_mul, Matrix.one_apply] at h1

end

end SchroedingerPoissonMixing
```

```lean
#print axioms SchroedingerPoissonMixing.eigenvalue_real_ge_one
#print axioms SchroedingerPoissonMixing.errorIter_tendsto_iff
```

```
'SchroedingerPoissonMixing.eigenvalue_real_ge_one' depends on axioms: [propext, Classical.choice, Quot.sound]
'SchroedingerPoissonMixing.errorIter_tendsto_iff' depends on axioms: [propext, Classical.choice, Quot.sound]
```
